# On a bipartite cluster with U ≠ 0, staggered configurations are exactly the minimisers of the Falicov–Kimball fourth moment tr (h + US)⁴

## Hopping, signs and bonds

Take a finite set of sites. The hopping is a real symmetric matrix $h$ with entries $h_{ij}$, and a bond is a pair $i,j$ with $h_{ij}\neq 0$. A configuration assigns a sign $s_i=\pm1$ to every site, and $S$ is the diagonal matrix with entries $s_i$. The one-electron Hamiltonian is

$$H = h + U S ,$$

with $U$ a real number. Where a number is added to a matrix, as in $h^2+U^2$, it multiplies the identity.

A configuration is *staggered* if $s_i=-s_j$ on every bond. The hopping is *bipartite* if at least one staggered configuration exists; such a configuration is written $\varepsilon$, with diagonal matrix $E$. Bipartiteness forces $h_{ii}=0$, since $\varepsilon_i=-\varepsilon_i$ is impossible for a sign.

## Mobile electrons among localised particles

In the Falicov–Kimball model, mobile electrons feel localised particles through an on-site interaction. If $w_i\in\{0,1\}$ is the number of localised particles on site $i$ and $V$ is the interaction strength, then $Vw_i = V/2 + (V/2)s_i$ with $s_i=2w_i-1$. Hence $U=V/2$, and the constant $V/2$ has been absorbed into the zero of energy. This choice matters for a fourth moment: energies are measured from the midpoint between the levels of an empty and an occupied site. Measured from the empty-site level instead, the moment can have other minimisers. On two sites joined by a bond, for example, the configuration without localised particles then has a smaller moment than the staggered ones when $V\neq0$.

For fixed $s$ the electrons do not interact with one another, so $H$ determines the one-electron levels $E_k$, and $\operatorname{tr}H^4=\sum_k E_k^4$ is the fourth moment of the spectrum. When the hopping is bipartite, this moment depends on the signs $s_i$ as an antiferromagnetic Ising energy does, up to an additive constant.

Minimising the fourth moment is a different problem from minimising the total energy of the electrons at a given filling. The checkerboard ground state for which the model is known concerns the latter, and the results below do not establish it.

## The bound and its equality case

Let $h$ be symmetric and bipartite, and let $U\neq0$. For every configuration $s$,

$$\operatorname{tr}H^4 \;\ge\; \operatorname{tr}\,(h^2+U^2)^2 ,$$

with equality if and only if $s$ is staggered. This is `fourth_moment_selects_staggered`. At $U=0$ the two sides agree for every $s$, and nothing is selected.

In the Lean file the sites form a finite type `n`, the hopping is `h : Matrix n n ℝ`, and `h.IsSymm` is the symmetry that makes $H$ Hermitian. The configuration is a real function `s : n → ℝ`, restricted to the values $\pm1$ by `IsSign s`. `Staggered s h` and `Bipartite h` are the two definitions above, and `hamiltonian h U s` is $H$.

The hopping may vary from bond to bond and have any range, provided it only joins opposite sublattices. Site energies in $h$ and complex hopping phases are not covered. The number of localised particles is not fixed: $s$ ranges over all sign patterns.

If the cluster is also connected, `checkerboard_unique` says that equality holds exactly for $s=\varepsilon$ and $s=-\varepsilon$. Connectedness is the hypothesis `conn`: any site can be reached from any other through a chain of nonzero hoppings.

## Squaring twice

Since $S^2=1$,

$$H^2 = B + U A,\qquad B=h^2+U^2,\qquad A=hS+Sh .$$

Squaring again and using the cyclic property of the trace gives

$$\operatorname{tr}H^4=\operatorname{tr}B^2+2U\operatorname{tr}(BA)+U^2\operatorname{tr}A^2 .$$

**The cross term vanishes.** By cyclicity, $\operatorname{tr}(BA)=2\operatorname{tr}(h^3S)+2U^2\operatorname{tr}(hS)$. On every bond $\varepsilon_i=-\varepsilon_j$, so $\varepsilon_i h_{ij}=-h_{ij}\varepsilon_j$ for all $i,j$, which means $Eh=-hE$. Moving $E$ through three factors gives $Eh^3=-h^3E$. If a matrix $M$ satisfies $EM=-ME$, its diagonal entries obey $\varepsilon_iM_{ii}=-M_{ii}\varepsilon_i$, so $M_{ii}=0$ and $\operatorname{tr}(MS)=\sum_i M_{ii}s_i=0$. Apply this to $M=h$ and $M=h^3$.

**The last term is a sum of squares.** The entries of $A$ are $A_{ij}=h_{ij}(s_i+s_j)$. With $h_{ji}=h_{ij}$,

$$\operatorname{tr}A^2=\sum_{i,j}A_{ij}A_{ji}=\sum_{i,j}h_{ij}^2(s_i+s_j)^2 .$$

Therefore

$$\operatorname{tr}H^4=\operatorname{tr}(h^2+U^2)^2+U^2\sum_{i,j}h_{ij}^2(s_i+s_j)^2 .$$

The sum is non-negative, which proves the bound. For $U\neq0$ it vanishes only if every term does, that is, if $s_i=-s_j$ on every bond. Conversely, a staggered $s$ makes every term zero.

**Ising form.** For signs, $(s_i+s_j)^2=2(1+s_is_j)$, so the excess is $2U^2\sum_{i,j}h_{ij}^2(1+s_is_j)$. The sum runs over ordered pairs, so each bond with equal signs at its ends costs $8U^2h_{ij}^2$.

**Connected clusters.** If $s$ and $\varepsilon$ are both staggered, both change sign across a bond, so the product $s_j\varepsilon_j$ does not change. On a connected cluster it has the same value, $+1$ or $-1$, at every site, and $s=\varepsilon$ or $s=-\varepsilon$.

## The dimer, and a triangle that breaks the bound

The smallest bipartite cluster with a bond has two sites and $h_{12}=h_{21}=-t$, $t\neq0$. For opposite signs the levels are $\pm\sqrt{t^2+U^2}$, and the fourth moment is $2(t^2+U^2)^2$. For equal signs $+1$ the levels are $U\pm t$, and

$$(U+t)^4+(U-t)^4=2(t^2+U^2)^2+8U^2t^2 ,$$

which shows the cost of one bond directly.

On a triangle no staggered configuration exists, and the cross term can be negative. With hopping $-2$, $U=1$ and all $s_i=1$, one finds $H^2=9$ and $\operatorname{tr}H^4=243$. The matrix $h^2+1$ has diagonal entries $9$ and off-diagonal entries $4$, so $\operatorname{tr}(h^2+1)^2=3\cdot81+6\cdot16=339$. The bound fails.

## The complete Lean file

```lean
import Mathlib

open Matrix

namespace FalicovKimballMoment

variable {n : Type*} [Fintype n] [DecidableEq n]

/-- A configuration of signs: every site carries `+1` or `-1`. -/
def IsSign (s : n → ℝ) : Prop := ∀ i, s i = 1 ∨ s i = -1

/-- The configuration `s` changes sign across every bond on which `h` is nonzero. -/
def Staggered (s : n → ℝ) (h : Matrix n n ℝ) : Prop :=
  ∀ i j, h i j ≠ 0 → s i = -s j

/-- The hopping matrix `h` is bipartite: some configuration of signs is staggered on it. -/
def Bipartite (h : Matrix n n ℝ) : Prop := ∃ ε : n → ℝ, IsSign ε ∧ Staggered ε h

/-- The one-electron Falicov-Kimball Hamiltonian: hopping `h` plus the potential `U s i`
of the localised particles. -/
def hamiltonian (h : Matrix n n ℝ) (U : ℝ) (s : n → ℝ) : Matrix n n ℝ :=
  h + U • diagonal s

/-- A staggered configuration, as a diagonal matrix, anticommutes with the hopping. -/
theorem staggered_anticomm {h : Matrix n n ℝ} {ε : n → ℝ} (hb : Staggered ε h) :
    diagonal ε * h = -(h * diagonal ε) := by
  ext i j
  simp only [diagonal_mul, Matrix.neg_apply, mul_diagonal]
  by_cases h0 : h i j = 0
  · rw [h0]; ring
  · rw [hb i j h0]; ring

/-- A matrix that anticommutes with a sign configuration has zero trace against every
diagonal potential. -/
theorem trace_mul_diagonal_eq_zero {M : Matrix n n ℝ} {ε : n → ℝ} (hε : IsSign ε)
    (hM : diagonal ε * M = -(M * diagonal ε)) (s : n → ℝ) :
    trace (M * diagonal s) = 0 := by
  have hd : ∀ i, M i i = 0 := by
    intro i
    have h1 := congrFun (congrFun hM i) i
    simp only [diagonal_mul, Matrix.neg_apply, mul_diagonal] at h1
    rcases hε i with e | e <;> rw [e] at h1 <;> linarith
  simp only [trace, diag_apply, mul_diagonal]
  exact Finset.sum_eq_zero fun i _ => by rw [hd i, zero_mul]

/-- The square of the Hamiltonian is `h² + U²` plus `U` times the anticommutator of the
hopping with the configuration. -/
theorem hamiltonian_sq (h : Matrix n n ℝ) (U : ℝ) {s : n → ℝ} (hs : IsSign s) :
    hamiltonian h U s ^ 2 =
      (h ^ 2 + U ^ 2 • (1 : Matrix n n ℝ)) + U • (h * diagonal s + diagonal s * h) := by
  have hS : diagonal s * diagonal s = (1 : Matrix n n ℝ) := by
    rw [diagonal_mul_diagonal, ← diagonal_one]
    congr 1
    funext i
    rcases hs i with e | e <;> rw [e] <;> norm_num
  simp only [hamiltonian, pow_two, add_mul, mul_add, smul_mul_assoc, mul_smul_comm, hS]
  module

/-- For a staggered configuration the square of the Hamiltonian is exactly `h² + U²`. -/
theorem hamiltonian_sq_of_staggered {h : Matrix n n ℝ} (U : ℝ) {s : n → ℝ}
    (hs : IsSign s) (hst : Staggered s h) :
    hamiltonian h U s ^ 2 = h ^ 2 + U ^ 2 • (1 : Matrix n n ℝ) := by
  rw [hamiltonian_sq h U hs, staggered_anticomm hst, add_neg_cancel, smul_zero, add_zero]

/-- The fourth moment on a bipartite cluster is `tr (h² + U²)²` plus a sum of squares
over the bonds. -/
theorem fourth_moment_identity {h : Matrix n n ℝ} (hh : h.IsSymm) (hb : Bipartite h)
    (U : ℝ) {s : n → ℝ} (hs : IsSign s) :
    trace (hamiltonian h U s ^ 4) = trace ((h ^ 2 + U ^ 2 • (1 : Matrix n n ℝ)) ^ 2)
      + U ^ 2 * ∑ i, ∑ j, h i j ^ 2 * (s i + s j) ^ 2 := by
  obtain ⟨ε, hε, hst⟩ := hb
  have e := staggered_anticomm hst
  -- odd powers of the hopping have no diagonal part
  have e3 : diagonal ε * (h * h * h) = -(h * h * h * diagonal ε) := by
    linear_combination (norm := noncomm_ring) e * h * h - h * e * h + h * h * e
  have t1 := trace_mul_diagonal_eq_zero hε e s
  have t3 := trace_mul_diagonal_eq_zero hε e3 s
  have t1' : trace (diagonal s * h) = 0 := by rw [trace_mul_comm, t1]
  have t3' : trace (h * h * diagonal s * h) = 0 := by
    rw [trace_mul_comm, ← t3]
    simp only [mul_assoc]
  have cross : trace ((h ^ 2 + U ^ 2 • (1 : Matrix n n ℝ)) *
      (h * diagonal s + diagonal s * h)) = 0 := by
    calc _ = trace (h * h * h * diagonal s) + trace (h * h * diagonal s * h)
          + U ^ 2 * (trace (h * diagonal s) + trace (diagonal s * h)) := by
          simp only [pow_two, add_mul, mul_add, smul_mul_assoc, one_mul, trace_add,
            trace_smul, smul_eq_mul, mul_assoc]
          ring
      _ = 0 := by rw [t1, t3, t1', t3']; ring
  -- the squared anticommutator gives the bond sum
  have hA : ∀ i j, (h * diagonal s + diagonal s * h) i j = h i j * (s i + s j) := by
    intro i j
    simp only [Matrix.add_apply, mul_diagonal, diagonal_mul]
    ring
  have square : trace ((h * diagonal s + diagonal s * h) *
      (h * diagonal s + diagonal s * h)) = ∑ i, ∑ j, h i j ^ 2 * (s i + s j) ^ 2 := by
    simp only [trace, diag_apply, Matrix.mul_apply (M := h * diagonal s + diagonal s * h), hA]
    refine Finset.sum_congr rfl fun i _ => Finset.sum_congr rfl fun j _ => ?_
    rw [hh.apply i j]
    ring
  have expand : ∀ B A : Matrix n n ℝ, trace ((B + U • A) ^ 2) =
      trace (B ^ 2) + 2 * U * trace (B * A) + U ^ 2 * trace (A * A) := by
    intro B A
    simp only [pow_two, add_mul, mul_add, smul_mul_assoc, mul_smul_comm, trace_add,
      trace_smul, smul_eq_mul]
    rw [trace_mul_comm A B]
    ring
  have h4 : hamiltonian h U s ^ 4 = (hamiltonian h U s ^ 2) ^ 2 := pow_mul _ 2 2
  rw [h4, hamiltonian_sq h U hs, expand, cross, square]
  ring

/-- On a bipartite cluster, the excess of the fourth moment over `tr (h² + U²)²` is an
antiferromagnetic Ising energy with couplings proportional to `U² h i j ²`. -/
theorem fourth_moment_ising {h : Matrix n n ℝ} (hh : h.IsSymm) (hb : Bipartite h)
    (U : ℝ) {s : n → ℝ} (hs : IsSign s) :
    trace (hamiltonian h U s ^ 4) - trace ((h ^ 2 + U ^ 2 • (1 : Matrix n n ℝ)) ^ 2)
      = 2 * U ^ 2 * ∑ i, ∑ j, h i j ^ 2 * (1 + s i * s j) := by
  rw [fourth_moment_identity hh hb U hs, add_sub_cancel_left, mul_comm 2 (U ^ 2), mul_assoc]
  congr 1
  simp only [Finset.mul_sum]
  refine Finset.sum_congr rfl fun i _ => Finset.sum_congr rfl fun j _ => ?_
  rcases hs i with a | a <;> rcases hs j with b | b <;> rw [a, b] <;> ring

/-- On a bipartite cluster with `U ≠ 0` the fourth moment is at least `tr (h² + U²)²`, with
equality exactly when the configuration changes sign across every nonzero bond. -/
theorem fourth_moment_selects_staggered {h : Matrix n n ℝ} (hh : h.IsSymm)
    (hb : Bipartite h) {U : ℝ} (hU : U ≠ 0) {s : n → ℝ} (hs : IsSign s) :
    trace ((h ^ 2 + U ^ 2 • (1 : Matrix n n ℝ)) ^ 2) ≤ trace (hamiltonian h U s ^ 4) ∧
    (trace (hamiltonian h U s ^ 4) = trace ((h ^ 2 + U ^ 2 • (1 : Matrix n n ℝ)) ^ 2) ↔
      Staggered s h) := by
  have key := fourth_moment_identity hh hb U hs
  have hj : ∀ i, ∀ j ∈ Finset.univ, 0 ≤ h i j ^ 2 * (s i + s j) ^ 2 :=
    fun i j _ => by positivity
  have hi : ∀ i ∈ Finset.univ, 0 ≤ ∑ j, h i j ^ 2 * (s i + s j) ^ 2 :=
    fun i _ => Finset.sum_nonneg (hj i)
  refine ⟨?_, ?_, ?_⟩
  · have := mul_nonneg (sq_nonneg U) (Finset.sum_nonneg hi)
    linarith
  · -- a vanishing sum of squares vanishes bond by bond
    intro heq i j hij
    have z : U ^ 2 * ∑ i, ∑ j, h i j ^ 2 * (s i + s j) ^ 2 = 0 := by linarith
    have z1 := (mul_eq_zero.mp z).resolve_left (pow_ne_zero 2 hU)
    have z2 := (Finset.sum_eq_zero_iff_of_nonneg hi).mp z1 i (Finset.mem_univ i)
    have z3 := (Finset.sum_eq_zero_iff_of_nonneg (hj i)).mp z2 j (Finset.mem_univ j)
    have z4 := (mul_eq_zero.mp z3).resolve_left (pow_ne_zero 2 hij)
    have z5 : s i + s j = 0 := by simpa using z4
    linarith
  · intro hst
    rw [hamiltonian_sq_of_staggered U hs hst |> fun e =>
      (pow_mul (hamiltonian h U s) 2 2).trans (congrArg (· ^ 2) e)]

/-- On a connected bipartite cluster with sublattice signs `ε`, and for `U ≠ 0`, the fourth moment
takes the value `tr (h² + U²)²` exactly for the two checkerboards `ε` and `-ε`. -/
theorem checkerboard_unique {h : Matrix n n ℝ} (hh : h.IsSymm) {ε : n → ℝ}
    (hε : IsSign ε) (hb : Staggered ε h)
    (conn : ∀ i j, Relation.ReflTransGen (fun a b => h a b ≠ 0) i j)
    {U : ℝ} (hU : U ≠ 0) {s : n → ℝ} (hs : IsSign s) :
    trace (hamiltonian h U s ^ 4) = trace ((h ^ 2 + U ^ 2 • (1 : Matrix n n ℝ)) ^ 2) ↔
      s = ε ∨ s = -ε := by
  rw [(fourth_moment_selects_staggered hh ⟨ε, hε, hb⟩ hU hs).2]
  constructor
  · intro hst
    rcases isEmpty_or_nonempty n with hn | ⟨⟨i₀⟩⟩
    · exact Or.inl (funext fun i => hn.elim i)
    -- the relative sign of `s` and `ε` is carried unchanged along every bond
    have const : ∀ j, s j * ε j = s i₀ * ε i₀ := by
      intro j
      have path := conn i₀ j
      induction path with
      | refl => rfl
      | tail _ hbc ih =>
        rw [← ih, hst _ _ hbc, hb _ _ hbc]
        ring
    have hc : s i₀ * ε i₀ = 1 ∨ s i₀ * ε i₀ = -1 := by
      rcases hs i₀ with a | a <;> rcases hε i₀ with b | b <;> rw [a, b] <;> norm_num
    rcases hc with c | c
    · left
      funext j
      have hj := const j
      rw [c] at hj
      rcases hε j with b | b <;> rw [b] at hj ⊢ <;> linarith
    · right
      funext j
      have hj := const j
      rw [c] at hj
      rw [Pi.neg_apply]
      rcases hε j with b | b <;> rw [b] at hj ⊢ <;> linarith
  · rintro (e | e) i j hij
    · rw [e]
      exact hb i j hij
    · have h1 := hb i j hij
      simp only [e, Pi.neg_apply]
      linarith

/-- On a triangle with hopping `-2`, `U = 1` and the uniform configuration, the fourth moment
lies strictly below `tr (h² + U²)²`. -/
theorem triangle_violates_bound :
    trace (hamiltonian !![0, -2, -2; -2, 0, -2; -2, -2, 0] 1 (fun _ : Fin 3 => 1) ^ 4) <
      trace (((!![0, -2, -2; -2, 0, -2; -2, -2, 0] : Matrix (Fin 3) (Fin 3) ℝ) ^ 2
        + (1 : ℝ) ^ 2 • (1 : Matrix (Fin 3) (Fin 3) ℝ)) ^ 2) := by
  have e1 : hamiltonian !![0, -2, -2; -2, 0, -2; -2, -2, 0] 1 (fun _ : Fin 3 => 1)
      = !![1, -2, -2; -2, 1, -2; -2, -2, 1] := by
    ext i j
    fin_cases i <;> fin_cases j <;> norm_num [hamiltonian, Matrix.one_apply]
  have e2 : (!![1, -2, -2; -2, 1, -2; -2, -2, 1] : Matrix (Fin 3) (Fin 3) ℝ) ^ 2
      = !![9, 0, 0; 0, 9, 0; 0, 0, 9] := by
    ext i j
    fin_cases i <;> fin_cases j <;>
      norm_num [pow_two, Matrix.mul_apply, Fin.sum_univ_succ]
  have e3 : (!![0, -2, -2; -2, 0, -2; -2, -2, 0] : Matrix (Fin 3) (Fin 3) ℝ) ^ 2
      + (1 : ℝ) ^ 2 • (1 : Matrix (Fin 3) (Fin 3) ℝ) = !![9, 4, 4; 4, 9, 4; 4, 4, 9] := by
    ext i j
    fin_cases i <;> fin_cases j <;>
      norm_num [pow_two, Matrix.mul_apply, Fin.sum_univ_succ, Matrix.one_apply]
  have e4 : (!![1, -2, -2; -2, 1, -2; -2, -2, 1] : Matrix (Fin 3) (Fin 3) ℝ) ^ 4
      = (!![1, -2, -2; -2, 1, -2; -2, -2, 1] ^ 2) ^ 2 := pow_mul _ 2 2
  have t : ∀ a b : ℝ, trace (!![a, b, b; b, a, b; b, b, a] ^ 2) = 3 * a ^ 2 + 6 * b ^ 2 := by
    intro a b
    simp only [pow_two, Matrix.trace_fin_three, Matrix.mul_apply, Fin.sum_univ_three]
    simp
    ring
  rw [e1, e3, e4, e2, t 9 0, t 9 4]
  norm_num

end FalicovKimballMoment
```

```lean
#print axioms FalicovKimballMoment.fourth_moment_ising
-- 'FalicovKimballMoment.fourth_moment_ising' depends on axioms: [propext, Classical.choice, Quot.sound]
#print axioms FalicovKimballMoment.fourth_moment_selects_staggered
-- 'FalicovKimballMoment.fourth_moment_selects_staggered' depends on axioms: [propext, Classical.choice, Quot.sound]
#print axioms FalicovKimballMoment.checkerboard_unique
-- 'FalicovKimballMoment.checkerboard_unique' depends on axioms: [propext, Classical.choice, Quot.sound]
#print axioms FalicovKimballMoment.triangle_violates_bound
-- 'FalicovKimballMoment.triangle_violates_bound' depends on axioms: [propext, Classical.choice, Quot.sound]
```

## From anticommutation to the moment identity

`staggered_anticomm` proves $Eh=-hE$ entry by entry, separating zero from nonzero $h_{ij}$. `trace_mul_diagonal_eq_zero` reads the diagonal entries of an anticommutation relation and concludes that the trace against any diagonal matrix is zero. `hamiltonian_sq` is the first squaring, and `hamiltonian_sq_of_staggered` removes its anticommutator when $s$ itself is staggered.

These results meet in `fourth_moment_identity`. The step `e3` obtains the relation for $h^3$ by combining three copies of $Eh=-hE$, multiplied by hopping matrices on the left and right; `noncomm_ring` checks the algebra without commuting factors. The steps `t1`, `t3`, `t1'` and `t3'` give the four vanishing traces, which `cross` assembles into $\operatorname{tr}(BA)=0$. `square` computes $\operatorname{tr}A^2$, using symmetry once to replace $h_{ji}$ by $h_{ij}$, and `expand` is the second squaring under the trace. `fourth_moment_ising` then checks the four combinations of $s_i$ and $s_j$.

## From the identity to the checkerboards

In `fourth_moment_selects_staggered` the inequality follows from non-negativity of the bond sum. For the equality case, the factor $U^2$ is cancelled using `hU`, and `Finset.sum_eq_zero_iff_of_nonneg` is applied twice, first to the sum over $i$ and then to the sum over $j$. What remains is $h_{ij}^2(s_i+s_j)^2=0$, and a nonzero $h_{ij}$ leaves $s_i+s_j=0$. The converse squares the formula $H^2=h^2+U^2$ for staggered $s$.

`checkerboard_unique` first replaces the moment equality by `Staggered s h`. It then fixes a site `i₀` and proves by induction along a path that $s_j\varepsilon_j$ equals its value there; the two possible values give the two checkerboards. The reverse direction verifies that $\varepsilon$ and $-\varepsilon$ are staggered.

`triangle_violates_bound` evaluates the explicit $3\times3$ matrices. Its auxiliary formula `t` gives the trace of the square of a matrix with diagonal entries $a$ and off-diagonal entries $b$ as $3a^2+6b^2$, which reduces the claim to $243<339$.
